# For a finite Hermitian matrix H and non-real energy z, H − z is invertible

The theorem `hermitian_shift_isUnit` says that if H is a finite complex Hermitian matrix and z has non-zero imaginary part, then the determinant of H − z·1 is a unit, which over the complex numbers means that it is not zero. In physical terms, a Hamiltonian on a finite-dimensional space has a resolvent at every energy off the real axis. The attempt argues by contradiction: a vanishing determinant would give a non-zero vector v, not assumed normalised, with Hv = zv. Evaluating v†Hv with H acting to the right and then to the left gives z v†v = z* v†v, and cancelling the non-zero number v†v leaves z = z*, contrary to the assumption on z.

In Lean, a first try:

```lean
import Mathlib

open Filter Topology Matrix
open scoped ComplexOrder

namespace FermiPoleExpansion

noncomputable section

/-- A Hermitian matrix shifted by a non-real energy `z` is invertible. -/
theorem hermitian_shift_isUnit {ι : Type*} [Fintype ι] [DecidableEq ι]
    {H : Matrix ι ι ℂ} (hH : H.IsHermitian) {z : ℂ} (hz : z.im ≠ 0) :
    IsUnit (H - z • (1 : Matrix ι ι ℂ)).det := by
  rw [isUnit_iff_ne_zero]
  intro hdet
  obtain ⟨v, hv0, hv⟩ := Matrix.exists_mulVec_eq_zero_iff.mpr hdet
  have hev : H *ᵥ v = z • v := by
    simpa [Matrix.sub_mulVec, Matrix.smul_mulVec, sub_eq_zero] using hv
  -- compare the expectation value of `H` with its complex conjugate
  have h1 := Matrix.star_mulVec H v
  rw [hH.eq, hev, star_smul] at h1
  have h2 := Matrix.dotProduct_mulVec (star v) H v
  rw [hev, ← h1, dotProduct_smul, smul_dotProduct, smul_eq_mul, smul_eq_mul] at h2
  have h3 : star v ⬝ᵥ v ≠ 0 := by
    intro h
    exact hv0 (dotProduct_star_self_eq_zero.mp (by rw [dotProduct_comm]; exact h))
  have h4 : z = star z := mul_right_cancel₀ h3 h2
  have h5 : z.im = -z.im := congrArg Complex.im h4
  exact hz (by linarith)

end

end FermiPoleExpansion
```

The error:

```
Main.lean:26:73: error: Type mismatch
  h
has type
  star v ⬝ᵥ v = 0
but is expected to have type
  v ⬝ᵥ star v = 0
```

The error lies in the step showing that v†v is not zero. There `h` supposes that `star v ⬝ᵥ v = 0`, and the proof uses `dotProduct_star_self_eq_zero` to conclude that v = 0, which contradicts `hv0`.

The lemma already asks for the product in the order that `h` supplies, with `star v` on the left. The attempt nevertheless runs `rw [dotProduct_comm]` first, which swaps the two factors in the goal and turns it into `v ⬝ᵥ star v = 0`. The two products are equal as numbers, but `exact h` needs the statement of `h` to match the goal by definition, and Lean does not accept the swapped order as such a match. This is the type mismatch in the message.

The repair removes the rewrite and passes `h` straight to the lemma, whose hypothesis it fits as it stands.

The change, after which it compiles:

```diff
@@ -24,5 +24,5 @@
   have h3 : star v ⬝ᵥ v ≠ 0 := by
     intro h
-    exact hv0 (dotProduct_star_self_eq_zero.mp (by rw [dotProduct_comm]; exact h))
+    exact hv0 (dotProduct_star_self_eq_zero.mp h)
   have h4 : z = star z := mul_right_cancel₀ h3 h2
   have h5 : z.im = -z.im := congrArg Complex.im h4
```
